# For a symmetric pair coupling, harmonic formulas at shifted frequencies give the first-order entropy but count the anharmonic free energy twice

At each temperature the frequency shifts are computed once, from Bose occupations at the unshifted frequencies, and stay fixed while the frequencies are varied. Take ħ = k_B = 1, temperature T > 0 and occupations n_i. The frequencies w_i > 0 and the symmetric coupling V do not depend on temperature. Define the anharmonic free energy F1 and the frequency shifts d_i by

F1 = ½ Σ_ij V_ij (n_i + ½)(n_j + ½)
d_i = Σ_j V_ij (n_j + ½).

With F0 and S0 the harmonic free energy and entropy,

−dF1/dT = Σ_i d_i ∂S0/∂w_i
Σ_i d_i ∂F0/∂w_i = 2 F1.

The coupling V stands for quartic anharmonicity treated to first order.

## Thermodynamics from renormalised phonon frequencies

A code that inserts w_i + d_i into harmonic formulas relies on the first identity for its entropy, within this first-order model of finitely many modes. Its free energy needs the correction −½ Σ_i d_i (n_i + ½), which is −F1. Differentiating the uncorrected free energy with respect to T, shifts included, would double the anharmonic entropy too.

## From one oscillator to coupled modes

Put x = w/T. For one mode, the occupation, free energy and entropy are

n = 1/(eˣ − 1)
f = w/2 + T ln(1 − e⁻ˣ)
σ = x n − ln(1 − e⁻ˣ).

The two derivatives needed are

dn/dx = −eˣ/(eˣ − 1)²
d ln(1 − e⁻ˣ)/dx = e⁻ˣ/(1 − e⁻ˣ) = n.

Since ∂x/∂T = −w/T² and ∂x/∂w = 1/T,

∂n/∂T = (w/T²) eˣ/(eˣ − 1)² = b
∂f/∂T = ln(1 − e⁻ˣ) − (w/T) n = −σ
∂f/∂w = ½ + n
∂σ/∂w = n/T + (x/T) dn/dx − n/T = −b.

The last line is the Maxwell relation ∂σ/∂w = −∂n/∂T. For all modes, the product rule gives

dF1/dT = ½ Σ_ij V_ij [b_i (n_j + ½) + (n_i + ½) b_j].

Exchanging the labels in the second term and using V_ij = V_ji makes the two halves equal, so

dF1/dT = Σ_i d_i b_i = −Σ_i d_i ∂S0/∂w_i.

For the free energy,

Σ_i d_i ∂F0/∂w_i = Σ_ij V_ij (n_i + ½)(n_j + ½) = 2 F1.

Now scale the coupling by s and use the frequencies w_i + s d_i. At s = 0, the slope of S0 is −dF1/dT. The slope of F0 is 2 F1, whereas that of the perturbative result F0 + s F1 is F1; the excess is F1.

## The definitions and proofs in Lean

```lean
import Mathlib

namespace AnharmonicQuasiparticles

noncomputable section

variable {ι : Type*} [Fintype ι]

/-- Bose occupation of a mode of frequency `w > 0` at temperature `T > 0`,
in units with `ħ = k_B = 1`. -/
def bose (w T : ℝ) : ℝ := 1 / (Real.exp (w / T) - 1)

/-- The expression `(w / T²) e^{w/T} / (e^{w/T} - 1)²`, for `w > 0` and `T > 0`. -/
def boseSlope (w T : ℝ) : ℝ :=
  w / T ^ 2 * Real.exp (w / T) / (Real.exp (w / T) - 1) ^ 2

/-- Helmholtz free energy of one harmonic mode, zero-point energy included,
for `w > 0` and `T > 0`. -/
def modeFreeEnergy (w T : ℝ) : ℝ :=
  w / 2 + T * Real.log (1 - Real.exp (-(w / T)))

/-- Entropy of one harmonic mode, for `w > 0` and `T > 0`. -/
def modeEntropy (w T : ℝ) : ℝ :=
  w / T * bose w T - Real.log (1 - Real.exp (-(w / T)))

/-- Harmonic free energy `F0` of all modes, for positive frequencies and `T > 0`. -/
def harmonicFreeEnergy (w : ι → ℝ) (T : ℝ) : ℝ := ∑ i, modeFreeEnergy (w i) T

/-- Harmonic entropy `S0` of all modes, for positive frequencies and `T > 0`. -/
def harmonicEntropy (w : ι → ℝ) (T : ℝ) : ℝ := ∑ i, modeEntropy (w i) T

/-- Interaction energy `½ ∑ V_ij (N_i + ½)(N_j + ½)` at occupations `N`. -/
def interactionEnergy (V : Matrix ι ι ℝ) (N : ι → ℝ) : ℝ :=
  1 / 2 * ∑ i, ∑ j, V i j * (N i + 1 / 2) * (N j + 1 / 2)

/-- Frequency shift `d_i = ∑_j V_ij (N_j + ½)` at occupations `N`. -/
def shift (V : Matrix ι ι ℝ) (N : ι → ℝ) (i : ι) : ℝ :=
  ∑ j, V i j * (N j + 1 / 2)

/-- The Bose occupations of all modes, for positive frequencies and `T > 0`. -/
abbrev thermal (w : ι → ℝ) (T : ℝ) : ι → ℝ := fun i => bose (w i) T

/-- Anharmonic free energy `F1`: the interaction energy at the Bose occupations,
for positive frequencies and `T > 0`. -/
def anharmonicFreeEnergy (V : Matrix ι ι ℝ) (w : ι → ℝ) (T : ℝ) : ℝ :=
  interactionEnergy V (thermal w T)

/-- Derivatives of `1/(e^g - 1)` and `log (1 - e^{-g})` along a differentiable path of the
reduced frequency `g`, at a point where `g` is positive. -/
theorem hasDerivAt_reduced {g : ℝ → ℝ} {g' t : ℝ} (hg : HasDerivAt g g' t) (h0 : 0 < g t) :
    HasDerivAt (fun s => 1 / (Real.exp (g s) - 1))
      (-(g' * Real.exp (g t) / (Real.exp (g t) - 1) ^ 2)) t ∧
    HasDerivAt (fun s => Real.log (1 - Real.exp (-g s))) (g' / (Real.exp (g t) - 1)) t := by
  have h1 : 0 < Real.exp (g t) - 1 := by linarith [Real.add_one_le_exp (g t)]
  have h3 : 0 < 1 - Real.exp (-g t) := by
    have := Real.exp_lt_one_iff.mpr (show -g t < 0 by linarith)
    linarith
  have he : Real.exp (-g t) * Real.exp (g t) = 1 := by
    rw [← Real.exp_add, neg_add_cancel, Real.exp_zero]
  constructor
  · exact ((hasDerivAt_const t (1 : ℝ)).fun_div (hg.exp.sub_const 1) h1.ne').congr_deriv
      (by ring)
  · have h : HasDerivAt (fun s => Real.log (1 - Real.exp (-g s)))
        (-(Real.exp (-g t) * -g') / (1 - Real.exp (-g t))) t :=
      (hg.fun_neg.exp.const_sub 1).log h3.ne'
    refine h.congr_deriv ?_
    rw [div_eq_div_iff h3.ne' h1.ne']
    linear_combination g' * he

/-- For `w > 0` and `T > 0`, the temperature derivative of the Bose occupation is
`boseSlope`. -/
theorem hasDerivAt_bose {w T : ℝ} (hw : 0 < w) (hT : 0 < T) :
    HasDerivAt (fun t => bose w t) (boseSlope w T) T := by
  have hp : HasDerivAt (fun t => w / t) (-w / T ^ 2) T :=
    ((hasDerivAt_const T w).fun_div (hasDerivAt_id' T) hT.ne').congr_deriv (by ring)
  refine (hasDerivAt_reduced hp (div_pos hw hT)).1.congr_deriv ?_
  simp only [boseSlope]
  ring

/-- For `w > 0` and `T > 0`, the entropy of a harmonic mode is minus the temperature
derivative of its free energy. -/
theorem hasDerivAt_freeEnergy_temperature {w T : ℝ} (hw : 0 < w) (hT : 0 < T) :
    HasDerivAt (fun t => modeFreeEnergy w t) (-modeEntropy w T) T := by
  have hp : HasDerivAt (fun t => w / t) (-w / T ^ 2) T :=
    ((hasDerivAt_const T w).fun_div (hasDerivAt_id' T) hT.ne').congr_deriv (by ring)
  have h2 : T * (-w / T ^ 2) = -(w / T) := by field_simp
  refine (((hasDerivAt_id' T).fun_mul
    (hasDerivAt_reduced hp (div_pos hw hT)).2).const_add (w / 2)).congr_deriv ?_
  simp only [modeEntropy, bose]
  linear_combination h2 / (Real.exp (w / T) - 1)

/-- For `w > 0` and `T > 0`, the frequency derivative of the free energy of a harmonic mode
is `n + ½`. -/
theorem hasDerivAt_freeEnergy_frequency {w T : ℝ} (hw : 0 < w) (hT : 0 < T) :
    HasDerivAt (fun x => modeFreeEnergy x T) (bose w T + 1 / 2) w := by
  have hp : HasDerivAt (fun x => x / T) (1 / T) w := (hasDerivAt_id' w).div_const T
  have h1 : T * (1 / T) = 1 := mul_one_div_cancel hT.ne'
  refine (((hasDerivAt_id' w).div_const 2).fun_add
    ((hasDerivAt_reduced hp (div_pos hw hT)).2.const_mul T)).congr_deriv ?_
  simp only [bose]
  linear_combination h1 / (Real.exp (w / T) - 1)

/-- Maxwell relation: for `w > 0` and `T > 0`, the frequency derivative of the mode entropy
is `-boseSlope`. -/
theorem maxwell_relation {w T : ℝ} (hw : 0 < w) (hT : 0 < T) :
    HasDerivAt (fun x => modeEntropy x T) (-boseSlope w T) w := by
  have hp : HasDerivAt (fun x => x / T) (1 / T) w := (hasDerivAt_id' w).div_const T
  have hr := hasDerivAt_reduced hp (div_pos hw hT)
  refine ((hp.fun_mul hr.1).fun_sub hr.2).congr_deriv ?_
  simp only [boseSlope]
  ring

/-- For symmetric `V`, the interaction energy changes at the rate `∑ d_i dN_i/dt` along a
differentiable path of occupations. -/
theorem hasDerivAt_interactionEnergy {V : Matrix ι ι ℝ} (hV : V.IsSymm)
    {N : ℝ → ι → ℝ} {N' : ι → ℝ} {t : ℝ}
    (hN : ∀ i, HasDerivAt (fun s => N s i) (N' i) t) :
    HasDerivAt (fun s => interactionEnergy V (N s)) (∑ i, shift V (N t) i * N' i) t := by
  have h : HasDerivAt (fun s => interactionEnergy V (N s))
      (1 / 2 * ∑ i, ∑ j, (V i j * N' i * (N t j + 1 / 2)
        + V i j * (N t i + 1 / 2) * N' j)) t := by
    unfold interactionEnergy
    refine HasDerivAt.const_mul _
      (HasDerivAt.fun_sum fun i _ => HasDerivAt.fun_sum fun j _ => ?_)
    exact (((hN i).add_const _).const_mul _).fun_mul ((hN j).add_const _)
  -- symmetry of V makes the two halves of the product rule equal
  have hswap : ∑ i, ∑ j, V i j * (N t i + 1 / 2) * N' j
      = ∑ i, ∑ j, V i j * N' i * (N t j + 1 / 2) := by
    rw [Finset.sum_comm]
    refine Finset.sum_congr rfl fun i _ => Finset.sum_congr rfl fun j _ => ?_
    rw [hV.apply i j]
    ring
  have hs : ∑ i, shift V (N t) i * N' i
      = ∑ i, ∑ j, V i j * N' i * (N t j + 1 / 2) := by
    simp only [shift, Finset.sum_mul]
    exact Finset.sum_congr rfl fun i _ => Finset.sum_congr rfl fun j _ => by ring
  refine h.congr_deriv ?_
  rw [hs]
  simp only [Finset.sum_add_distrib]
  rw [hswap]
  ring

/-- For symmetric `V`, positive frequencies and `T > 0`: `-dF1/dT = ∑ d_i ∂S0/∂w_i`,
whereas `∑ d_i ∂F0/∂w_i = 2 F1`. -/
theorem entropy_right_freeEnergy_doubled {V : Matrix ι ι ℝ} (hV : V.IsSymm)
    {w : ι → ℝ} (hw : ∀ i, 0 < w i) {T : ℝ} (hT : 0 < T) :
    HasDerivAt (fun t => anharmonicFreeEnergy V w t)
      (-∑ i, shift V (thermal w T) i * deriv (fun x => modeEntropy x T) (w i)) T ∧
    ∑ i, shift V (thermal w T) i * deriv (fun x => modeFreeEnergy x T) (w i)
      = 2 * anharmonicFreeEnergy V w T := by
  constructor
  · refine (hasDerivAt_interactionEnergy hV (N := thermal w)
      (fun i => hasDerivAt_bose (hw i) hT)).congr_deriv ?_
    rw [← Finset.sum_neg_distrib]
    refine Finset.sum_congr rfl fun i _ => ?_
    rw [(maxwell_relation (hw i) hT).deriv]
    ring
  · unfold anharmonicFreeEnergy interactionEnergy
    rw [← mul_assoc, show (2 : ℝ) * (1 / 2) = 1 by norm_num, one_mul]
    refine Finset.sum_congr rfl fun i _ => ?_
    rw [(hasDerivAt_freeEnergy_frequency (hw i) hT).deriv, shift, Finset.sum_mul]
    exact Finset.sum_congr rfl fun j _ => by ring

/-- First-order change of a sum over modes of a function `f` of frequency, differentiable at
each `w_i`, when the frequencies become `w_i + s d_i`. -/
theorem hasDerivAt_shifted {f : ℝ → ℝ} {w d f' : ι → ℝ}
    (hf : ∀ i, HasDerivAt f (f' i) (w i)) :
    HasDerivAt (fun s : ℝ => ∑ i, f (w i + s * d i)) (∑ i, d i * f' i) 0 := by
  refine HasDerivAt.fun_sum fun i _ => ?_
  have hp : HasDerivAt (fun s : ℝ => w i + s * d i) (d i) 0 :=
    (((hasDerivAt_id' (0 : ℝ)).mul_const (d i)).const_add (w i)).congr_deriv (one_mul _)
  have hs : HasDerivAt f (f' i) ((fun s : ℝ => w i + s * d i) 0) := by
    simpa using hf i
  exact (HasDerivAt.comp (h := fun s : ℝ => w i + s * d i) (0 : ℝ) hs hp).congr_deriv
    (mul_comm _ _)

/-- For symmetric `V`, positive frequencies and `T > 0`, the harmonic entropy at the shifted
frequencies `w_i + s d_i` changes to first order in `s` by `-s dF1/dT`. -/
theorem quasiparticle_entropy {V : Matrix ι ι ℝ} (hV : V.IsSymm)
    {w : ι → ℝ} (hw : ∀ i, 0 < w i) {T : ℝ} (hT : 0 < T) :
    HasDerivAt (fun s : ℝ => harmonicEntropy (fun i => w i + s * shift V (thermal w T) i) T)
      (-deriv (fun t => anharmonicFreeEnergy V w t) T) 0 := by
  rw [(entropy_right_freeEnergy_doubled hV hw hT).1.deriv, neg_neg]
  exact hasDerivAt_shifted (f := fun x => modeEntropy x T)
    fun i => (maxwell_relation (hw i) hT).differentiableAt.hasDerivAt

/-- For positive frequencies and `T > 0`, the harmonic free energy at the
shifted frequencies `w_i + s d_i` exceeds `F0 + s F1` by `s F1` to first order in `s`. -/
theorem quasiparticle_freeEnergy_excess (V : Matrix ι ι ℝ)
    {w : ι → ℝ} (hw : ∀ i, 0 < w i) {T : ℝ} (hT : 0 < T) :
    HasDerivAt (fun s : ℝ =>
        harmonicFreeEnergy (fun i => w i + s * shift V (thermal w T) i) T
          - (harmonicFreeEnergy w T + s * anharmonicFreeEnergy V w T))
      (anharmonicFreeEnergy V w T) 0 := by
  have h := hasDerivAt_shifted (f := fun x => modeFreeEnergy x T)
    (d := shift V (thermal w T))
    fun i => hasDerivAt_freeEnergy_frequency (hw i) hT
  -- the pair energy is a quadratic form in the `n_i + ½`, hence the factor of two
  have h2 : ∑ i, shift V (thermal w T) i * (bose (w i) T + 1 / 2)
      = 2 * anharmonicFreeEnergy V w T := by
    unfold anharmonicFreeEnergy interactionEnergy
    rw [← mul_assoc, show (2 : ℝ) * (1 / 2) = 1 by norm_num, one_mul]
    refine Finset.sum_congr rfl fun i _ => ?_
    rw [shift, Finset.sum_mul]
    exact Finset.sum_congr rfl fun j _ => by ring
  refine (h.fun_sub (((hasDerivAt_id' (0 : ℝ)).mul_const
    (anharmonicFreeEnergy V w T)).const_add (harmonicFreeEnergy w T))).congr_deriv ?_
  linear_combination h2

end

end AnharmonicQuasiparticles
```

```lean
#print axioms AnharmonicQuasiparticles.hasDerivAt_freeEnergy_temperature
#print axioms AnharmonicQuasiparticles.quasiparticle_entropy
#print axioms AnharmonicQuasiparticles.quasiparticle_freeEnergy_excess
```

```
'AnharmonicQuasiparticles.hasDerivAt_freeEnergy_temperature' depends on axioms: [propext, Classical.choice, Quot.sound]
'AnharmonicQuasiparticles.quasiparticle_entropy' depends on axioms: [propext, Classical.choice, Quot.sound]
'AnharmonicQuasiparticles.quasiparticle_freeEnergy_excess' depends on axioms: [propext, Classical.choice, Quot.sound]
```

## Reading the theorems, and their limits

The finite type `ι` labels the modes, `thermal w T` collects their Bose numbers, and `V.IsSymm` says that V is symmetric. `entropy_right_freeEnergy_doubled` states both identities. Its `deriv` terms differentiate a single mode's function, which gives the partial derivative of F0 or S0 because these are sums over modes. `quasiparticle_entropy` and `quasiparticle_freeEnergy_excess` state the two slopes at s = 0; the second needs no symmetry of V.

`hasDerivAt_reduced` supplies the two x-derivatives along any differentiable path, so the same lemma serves variation of T and of w. The next four lemmas give the single-mode derivatives. In `hasDerivAt_interactionEnergy`, `Finset.sum_comm` exchanges the labels and `hV.apply` uses the symmetry. `hasDerivAt_shifted` applies the chain rule to w_i + s d_i.

The device that carries these calculations is `HasDerivAt.congr_deriv`. Mathlib's differentiation rules produce a correct derivative in an inconvenient form; `congr_deriv` replaces it by the desired expression once the two are shown equal. Calculus thus ends in an algebraic identity, which `ring` or `linear_combination` closes. In the Maxwell relation, that identity is the cancellation of the n/T terms.

The entropy formula is proved to be −∂f/∂T, but F1 is a definition: it is not derived from a crystal Hamiltonian. The shifted-frequency results concern slopes at s = 0 and give no error bound at finite coupling. Zero-frequency acoustic modes and imaginary frequencies are excluded by w_i > 0. Cubic anharmonicity, linewidths and self-consistent shifts do not enter, and w and V do not vary with temperature, so thermal expansion is absent.
